# The Bethe equations carry the two-magnon contact condition round to the bond that closes the ring

Two magnons on a finite ring of `n` sites are given the unnormalised Bethe amplitude G(x,y) = A zˣwʸ + B zʸwˣ, with the positions sorted so that x ≤ y. The declaration `ring_contact` assumes that z and w are non-zero complex numbers, that the Bethe equations A wⁿ = B and B zⁿ = A hold, and that (A + B)(1 + zw) = 2(Aw + Bz). It concludes that G(j,j) + G(j+1,j+1) = 2G(j,j+1) for every site j, where the site after the last is site 0; the values at coinciding positions are those the formula gives. The attempt treats the closing bond separately, using the Bethe equations there, and on every other bond tries to obtain the identity by multiplying the assumed contact condition by zʲwʲ.

An attempt in Lean 4 with a fault in it:

```lean
import Mathlib

open Finset

namespace BetheRing

noncomputable section

variable {n : ℕ}

/-- The two-magnon Bethe amplitude `A z^x w^y + B z^y w^x`. -/
def betheAmp (A B z w : ℂ) (x y : ℕ) : ℂ := A * z ^ x * w ^ y + B * z ^ y * w ^ x

/-- The Bethe amplitude of an unordered pair of sites, evaluated with the positions sorted. -/
def ringAmp (A B z w : ℂ) (x y : Fin n) : ℂ :=
  betheAmp A B z w (min x.val y.val) (max x.val y.val)

variable [NeZero n]

/-- The right neighbour of a site is the next site, and the last site is followed by site 0. -/
theorem site_succ_val (x : Fin n) :
    (x + 1).val = if x.val + 1 = n then 0 else x.val + 1 := by
  have hx := x.isLt
  rw [Fin.val_add, Fin.val_one', Nat.add_mod_mod]
  split_ifs with h
  · rw [h, Nat.mod_self]
  · exact Nat.mod_eq_of_lt (by omega)

/-- Under the Bethe equations and the contact condition `(A + B) (1 + z w) = 2 (A w + B z)`, the
ring amplitude `G` satisfies `G(j,j) + G(j+1,j+1) = 2 G(j,j+1)` on every bond of the ring. -/
theorem ring_contact {A B z w : ℂ} (hz : z ≠ 0) (hw : w ≠ 0) (hA : A * w ^ n = B)
    (hB : B * z ^ n = A) (hc : (A + B) * (1 + z * w) = 2 * (A * w + B * z)) (j : Fin n) :
    ringAmp A B z w j j + ringAmp A B z w (j + 1) (j + 1) = 2 * ringAmp A B z w j (j + 1) := by
  have hv := site_succ_val j
  generalize j + 1 = v at hv ⊢
  split_ifs at hv with h
  · -- the bond that closes the ring
    have hA' : A * w ^ (j.val + 1) = B := by rw [h]; exact hA
    have hB' : B * z ^ (j.val + 1) = A := by rw [h]; exact hB
    simp only [ringAmp, betheAmp, hv, min_self, max_self, min_eq_right (Nat.zero_le j.val),
      max_eq_left (Nat.zero_le j.val)]
    apply mul_left_cancel₀ (mul_ne_zero hz hw)
    linear_combination (z ^ (j.val + 1) + 1 - 2 * z) * hA' +
      (w ^ (j.val + 1) + 1 - 2 * w) * hB' + hc
  · simp only [ringAmp, betheAmp, hv, min_self, max_self, min_eq_left (Nat.le_succ j.val),
      max_eq_right (Nat.le_succ j.val)]
    linear_combination (z ^ j.val * w ^ j.val) * hc

end

end BetheRing
```

The compiler's answer:

```
Main.lean:47:4: error: ring failed, ring expressions not equal
n : ℕ
inst✝ : NeZero n
A B z w : ℂ
hz : z ≠ 0
hw : w ≠ 0
hA : A * w ^ n = B
hB : B * z ^ n = A
hc : (A + B) * (1 + z * w) = 2 * (A * w + B * z)
j v : Fin n
h : ¬↑j + 1 = n
hv : ↑v = ↑j + 1
⊢ A * z ^ ↑j * w * w ^ ↑j * 2 - A * z ^ ↑j * w ^ (↑j).succ * 2 + z * z ^ ↑j * w ^ ↑j * B * 2 -
      z ^ (↑j).succ * w ^ ↑j * B * 2 =
    0
```

Diagnosis. The error is in the case of an ordinary bond, where `linear_combination` leaves an equation that `ring` cannot close. What remains is true, since its terms cancel in pairs once `(↑j).succ` is read as `↑j + 1`, but `ring` has not split the powers with exponent `(↑j).succ` as it has those with exponent `↑j + 1`.

The `succ` comes from the `simp only` call. `Nat.le_succ j.val` is given there as a proof of `j.val ≤ j.val.succ`, so `max_eq_right` replaces the maximum of the two positions by `j.val.succ`, and this lands in the exponents of `z` and `w`.

The repair first proves `hle`, the same inequality written with `j.val + 1`, and hands it to both `min_eq_left` and `max_eq_right`. The maximum now becomes `j.val + 1`, `ring` can split the powers, and the unchanged `linear_combination` succeeds. Only the use in `max_eq_right` matters for this, because `min_eq_left` returns `j.val` either way; using `hle` there too is mere tidying.

Lean accepts the file once it reads:

```diff
@@ -43,6 +43,6 @@
     linear_combination (z ^ (j.val + 1) + 1 - 2 * z) * hA' +
       (w ^ (j.val + 1) + 1 - 2 * w) * hB' + hc
-  · simp only [ringAmp, betheAmp, hv, min_self, max_self, min_eq_left (Nat.le_succ j.val),
-      max_eq_right (Nat.le_succ j.val)]
+  · have hle : j.val ≤ j.val + 1 := by omega
+    simp only [ringAmp, betheAmp, hv, min_self, max_self, min_eq_left hle, max_eq_right hle]
     linear_combination (z ^ j.val * w ^ j.val) * hc
 
```
